# For two p electrons in a ¹D term, the angular pair density summed over the five states is 1/2 + cos²θ/6 in units of (3/4π)²

Q: The statement represents a spatial state of two p electrons by a real 3×3 matrix. I see no orbitals and no angular momentum in that. Where is the atom?

A: In the indices. A real p orbital in the unit direction x is √(3/4π) xᵢ, with i = 0, 1, 2 for the three Cartesian components. A two-electron state with real coefficients Aᵢⱼ therefore has the angular wavefunction

(3/4π) Σᵢⱼ xᵢ Aᵢⱼ yⱼ = (3/4π) x·Ay,

where x and y are the directions of the two electrons. The θ of the title is the angle between them. The wavefunction is normalised when the squares of the entries of A add up to 1. The code drops the prefactor, so its densities are in units of (3/4π)².

In Lean 4 with Mathlib:

```lean
import Mathlib

open Matrix

namespace PSquaredPairDensity

noncomputable section

variable {ι n : Type*} [Fintype ι] [DecidableEq ι] [Fintype n] [DecidableEq n]
```

Q: And which matrices belong to ¹D?

A: The traceless symmetric ones. Symmetry means that exchanging the electrons leaves the spatial amplitude unchanged, as a singlet spin function requires. Zero trace makes the state orthogonal to the identity matrix, which is the ¹S state. What remains is the five-dimensional space with L = 2. That identification is physics put into the definition; the file contains no rotation operators.

```lean
/-- A Frobenius-orthonormal basis of the traceless symmetric real matrices. -/
structure IsQuadrupoleBasis {ι n : Type*} [Fintype ι] [DecidableEq ι] [Fintype n]
    (A : ι → Matrix n n ℝ) : Prop where
  symm : ∀ k, (A k)ᵀ = A k
  traceless : ∀ k, trace (A k) = 0
  orthonormal : ∀ j k, trace (A j * A k) = if j = k then 1 else 0
  complete : ∀ S : Matrix n n ℝ, Sᵀ = S → trace S = 0 → ∃ c : ι → ℝ, S = ∑ k, c k • A k
```

The fields `symm` and `traceless` state those two conditions. The field `orthonormal` uses tr(AⱼAₖ), which for symmetric matrices is the Frobenius product, the sum of products of corresponding entries. The field `complete` says that every traceless symmetric matrix is a linear combination of the Aₖ, so no state of the term is left out.

Q: Then what is the "density of a term"? A term has several states.

A: It is the sum of the squared amplitudes over all of them:

D(x, y) = Σₖ (x·Aₖy)².

```lean
/-- The angular pair density of a term: the squared two-electron amplitudes `x · A k y`,
summed over the states `k` of the term. -/
def termDensity {ι n : Type*} [Fintype ι] [Fintype n]
    (A : ι → Matrix n n ℝ) (x y : n → ℝ) : ℝ :=
  ∑ k, (x ⬝ᵥ A k *ᵥ y) ^ 2
```

Dividing by the number of states gives the density per state, with all orientations of the atom equally weighted. Spin appears only through the symmetry of the matrices, and the radial functions are absent.

Q: How would you get the ¹D result by hand, without choosing five particular d functions?

A: By packing the two directions into one matrix of the same kind as the Aₖ. In n dimensions, with I the identity matrix, let

T = (xyᵀ + yxᵀ)/2 − (x·y/n) I.

It is symmetric, and its trace is x·y − x·y = 0. For any traceless symmetric A,

tr(A xyᵀ) = y·Ax = x·Ay,
tr(A yxᵀ) = x·Ay,
tr(A I) = 0,

and hence

tr(AT) = x·Ay.

Each amplitude is thus the component of T along one basis matrix. Write T = Σₖ cₖAₖ. Orthonormality gives cₖ = tr(AₖT), so

Σₖ (x·Aₖy)² = Σₖ cₖ tr(AₖT) = tr(TT).

Now T is itself traceless and symmetric, so the amplitude formula applies with A = T:

tr(TT) = x·Ty = [(x·x)(y·y) + (x·y)²]/2 − (x·y)²/n.

For n = 3 and unit vectors this becomes

1/2 + (x·y)²/2 − (x·y)²/3 = 1/2 + (x·y)²/6.

The matrix T is called `pairTensor` in the code.

```lean
/-- The traceless symmetric part of the dyad formed from the two electron directions. -/
def pairTensor (x y : n → ℝ) : Matrix n n ℝ :=
  (1 / 2 : ℝ) • (vecMulVec x y + vecMulVec y x) - ((x ⬝ᵥ y) / (Fintype.card n : ℝ)) • 1
```

Q: You will want to compare with the other terms of p². Are their states normalised too?

A: Yes. The ¹S state is the identity divided by √3.

```lean
/-- The coefficient matrix of the singlet S state of two p electrons. -/
def singletS : Fin 1 → Matrix (Fin 3) (Fin 3) ℝ := fun _ => (Real.sqrt 3)⁻¹ • 1
```

The three ³P spatial states are antisymmetric matrices divided by √2, because a triplet spin function needs an antisymmetric spatial part.

```lean
/-- The coefficient matrices of the three spatial states of the triplet P term. -/
def tripletP : Fin 3 → Matrix (Fin 3) (Fin 3) ℝ :=
  ![(Real.sqrt 2)⁻¹ • !![0, 0, 0; 0, 0, 1; 0, -1, 0],
    (Real.sqrt 2)⁻¹ • !![0, 0, -1; 0, 0, 0; 1, 0, 0],
    (Real.sqrt 2)⁻¹ • !![0, 1, 0; -1, 0, 0; 0, 0, 0]]
```

There is also an explicit ¹D set. In its comment the letters x, y and z are Cartesian coordinates, with indices 0, 1 and 2, and not the two electron directions.

```lean
/-- Five matrices with the shapes of the real d functions
`xy`, `xz`, `yz`, `x² - y²` and `2z² - x² - y²`. -/
def singletD : Fin 5 → Matrix (Fin 3) (Fin 3) ℝ :=
  ![(Real.sqrt 2)⁻¹ • !![0, 1, 0; 1, 0, 0; 0, 0, 0],
    (Real.sqrt 2)⁻¹ • !![0, 0, 1; 0, 0, 0; 1, 0, 0],
    (Real.sqrt 2)⁻¹ • !![0, 0, 0; 0, 0, 1; 0, 1, 0],
    (Real.sqrt 2)⁻¹ • !![1, 0, 0; 0, -1, 0; 0, 0, 0],
    (Real.sqrt 6)⁻¹ • !![-1, 0, 0; 0, -1, 0; 0, 0, 2]]
```

Q: Does the formal proof follow your derivation, or does it expand everything in components?

A: It follows the derivation. The first lemma checks the symmetry and trace of T. The assumption `[Nonempty n]` ensures that the dimension by which T divides is not zero.

```lean
/-- The pair tensor is symmetric and traceless. -/
theorem pairTensor_symm_traceless [Nonempty n] (x y : n → ℝ) :
    (pairTensor x y)ᵀ = pairTensor x y ∧ trace (pairTensor x y) = 0 := by
  have hn : (Fintype.card n : ℝ) ≠ 0 := Nat.cast_ne_zero.mpr Fintype.card_ne_zero
  constructor
  · simp only [pairTensor, transpose_sub, transpose_smul, transpose_add, transpose_one,
      transpose_vecMulVec]
    rw [add_comm (vecMulVec y x) (vecMulVec x y)]
  · simp only [pairTensor, trace_sub, trace_smul, trace_add, trace_vecMulVec, trace_one,
      smul_eq_mul]
    rw [dotProduct_comm y x, div_mul_cancel₀ _ hn]
    ring
```

The second is the amplitude formula. Inside it, `key` evaluates the trace of A times a dyad, and `swap` uses the symmetry of A to exchange the electrons.

```lean
/-- For a traceless symmetric coefficient matrix, the two-electron amplitude is the
Frobenius product of that matrix with the pair tensor. -/
theorem amplitude_eq_trace (A : Matrix n n ℝ) (hA : Aᵀ = A) (h0 : trace A = 0)
    (x y : n → ℝ) : trace (A * pairTensor x y) = x ⬝ᵥ A *ᵥ y := by
  have key : ∀ u v : n → ℝ, trace (A * vecMulVec u v) = v ⬝ᵥ A *ᵥ u := by
    intro u v
    simp only [trace, diag_apply, Matrix.mul_apply, vecMulVec_apply, dotProduct, mulVec,
      Finset.mul_sum]
    refine Finset.sum_congr rfl fun i _ => Finset.sum_congr rfl fun j _ => ?_
    ring
  -- symmetry of A lets the two electrons be exchanged
  have swap : y ⬝ᵥ A *ᵥ x = x ⬝ᵥ A *ᵥ y := by
    rw [Matrix.dotProduct_mulVec, ← Matrix.mulVec_transpose, hA, dotProduct_comm]
  simp only [pairTensor, Matrix.mul_sub, Matrix.mul_add, Matrix.mul_smul, Matrix.mul_one,
    trace_sub, trace_add, trace_smul, smul_eq_mul, key, h0, swap]
  ring
```

The third is Parseval's identity. It takes the coefficients c from `complete`, identifies them in `hcoef` by orthonormality, and then reassembles the sum into S.

```lean
/-- Parseval's identity for a traceless symmetric matrix in a quadrupole basis. -/
theorem parseval {A : ι → Matrix n n ℝ} (h : IsQuadrupoleBasis A)
    (S : Matrix n n ℝ) (hS : Sᵀ = S) (h0 : trace S = 0) :
    ∑ k, trace (A k * S) ^ 2 = trace (S * S) := by
  obtain ⟨c, hc⟩ := h.complete S hS h0
  have hcoef : ∀ j, trace (A j * S) = c j := by
    intro j
    rw [hc, Finset.mul_sum, trace_sum]
    simp [trace_smul, h.orthonormal]
  calc ∑ k, trace (A k * S) ^ 2 = ∑ k, c k * trace (A k * S) := by
        refine Finset.sum_congr rfl fun k _ => ?_
        rw [hcoef]
        ring
    _ = trace ((∑ k, c k • A k) * S) := by
        rw [Finset.sum_mul, trace_sum]
        simp only [Matrix.smul_mul, trace_smul, smul_eq_mul]
    _ = trace (S * S) := by rw [← hc]
```

The general theorem joins these lemmas. Its step `hsum` uses the amplitude formula twice, once for every Aₖ and once for T itself, with Parseval's identity in between. The auxiliary fact `dyad` then evaluates x·Ty.

```lean
/-- The pair density summed over a quadrupole basis, in any positive dimension and for vectors of
any length. -/
theorem termDensity_quadrupole [Nonempty n] {A : ι → Matrix n n ℝ}
    (h : IsQuadrupoleBasis A) (x y : n → ℝ) :
    termDensity A x y = ((x ⬝ᵥ x) * (y ⬝ᵥ y) + (x ⬝ᵥ y) ^ 2) / 2
      - (x ⬝ᵥ y) ^ 2 / (Fintype.card n : ℝ) := by
  obtain ⟨hs, ht⟩ := pairTensor_symm_traceless x y
  have dyad : ∀ u v : n → ℝ, x ⬝ᵥ vecMulVec u v *ᵥ y = (x ⬝ᵥ u) * (v ⬝ᵥ y) := by
    intro u v
    simp only [mulVec, dotProduct, vecMulVec_apply]
    rw [Finset.sum_mul_sum]
    refine Finset.sum_congr rfl fun i _ => ?_
    rw [Finset.mul_sum]
    refine Finset.sum_congr rfl fun j _ => ?_
    ring
  -- the density is the amplitude `x · T y` with the pair tensor `T` as coefficient matrix
  have hsum : termDensity A x y = x ⬝ᵥ pairTensor x y *ᵥ y := by
    rw [← amplitude_eq_trace _ hs ht, ← parseval h _ hs ht]
    refine Finset.sum_congr rfl fun k _ => ?_
    rw [amplitude_eq_trace _ (h.symm k) (h.traceless k)]
  rw [hsum]
  simp only [pairTensor, Matrix.sub_mulVec, Matrix.add_mulVec, Matrix.smul_mulVec,
    Matrix.one_mulVec, dotProduct_sub, dotProduct_add, dotProduct_smul, smul_eq_mul, dyad]
  ring
```

This holds in every dimension from one upwards and for vectors of any length. In one dimension the only traceless matrix is zero, and the right-hand side is indeed zero.

Q: Now the statement I care about. Read it to me in words.

A: Take any five real 3×3 matrices A₀, …, A₄ that form an orthonormal basis of the traceless symmetric matrices, and any two vectors x and y with x·x = 1 and y·y = 1. Then the sum of the five squared amplitudes is 1/2 + (x·y)²/6.

```lean
/-- The angular pair density of the singlet D term of two p electrons, summed over its five
states, for electrons in the unit directions `x` and `y`. -/
theorem singletD_density {A : Fin 5 → Matrix (Fin 3) (Fin 3) ℝ} (h : IsQuadrupoleBasis A)
    (x y : Fin 3 → ℝ) (hx : x ⬝ᵥ x = 1) (hy : y ⬝ᵥ y = 1) :
    ∑ k, (x ⬝ᵥ A k *ᵥ y) ^ 2 = 1 / 2 + (x ⬝ᵥ y) ^ 2 / 6 := by
  have key := termDensity_quadrupole h x y
  rw [hx, hy, Fintype.card_fin] at key
  unfold termDensity at key
  rw [key]
  push_cast
  ring
```

The type `Fin 3 → ℝ` holds the three components of a direction, and the hypotheses `hx` and `hy` make it a unit vector. The proof inserts n = 3 and the unit lengths into the general theorem. Since x·y is the cosine of the angle θ between the electrons, the density depends on that angle alone.

Q: A theorem about "any basis" says nothing if no such basis exists.

A: The five d-type matrices are one.

```lean
/-- The five explicit d-type matrices form a quadrupole basis. -/
theorem singletD_witness : IsQuadrupoleBasis singletD := by
  have h2 : (Real.sqrt 2)⁻¹ * (Real.sqrt 2)⁻¹ = 1 / 2 := by
    rw [← mul_inv, Real.mul_self_sqrt (by norm_num)]; norm_num
  have h6 : (Real.sqrt 6)⁻¹ * (Real.sqrt 6)⁻¹ = 1 / 6 := by
    rw [← mul_inv, Real.mul_self_sqrt (by norm_num)]; norm_num
  unfold singletD
  generalize (Real.sqrt 2)⁻¹ = a at h2 ⊢
  generalize (Real.sqrt 6)⁻¹ = b at h6 ⊢
  refine ⟨?_, ?_, ?_, ?_⟩
  · intro k
    fin_cases k <;> (ext i j; fin_cases i <;> fin_cases j <;> simp)
  · intro k
    fin_cases k <;> simp [trace_fin_three]
    ring
  · intro j k
    fin_cases j <;> fin_cases k <;>
      simp [trace_fin_three] <;> linarith
  · intro S hS h0
    have p : ∀ t : ℝ, a * a * t = t / 2 := fun t => by rw [h2]; ring
    have q : ∀ t : ℝ, b * b * t = t / 6 := fun t => by rw [h6]; ring
    have s1 : S 1 0 = S 0 1 := congrFun (congrFun hS 0) 1
    have s2 : S 2 0 = S 0 2 := congrFun (congrFun hS 0) 2
    have s3 : S 2 1 = S 1 2 := congrFun (congrFun hS 1) 2
    rw [trace_fin_three] at h0
    -- expansion coefficients are the Frobenius products with the basis
    refine ⟨![2 * (a * S 0 1), 2 * (a * S 0 2), 2 * (a * S 1 2),
      a * (S 0 0 - S 1 1), 3 * (b * S 2 2)], ?_⟩
    rw [Fin.sum_univ_five]
    ext i j
    fin_cases i <;> fin_cases j <;> simp <;>
      linarith [p (S 0 1), p (S 0 2), p (S 1 2), p (S 0 0), p (S 1 1), q (S 2 2)]
```

The proof replaces 1/√2 and 1/√6 by letters a and b, keeping only a² = 1/2 and b² = 1/6, and checks the conditions entry by entry. For completeness it supplies the expansion coefficients of a given S, which are its Frobenius products with the five matrices. The last one simplifies to 3b S₂₂ because the trace of S vanishes.

Q: And ¹S?

A: There is one state, with amplitude x·y/√3, so the density is (x·y)²/3.

```lean
/-- The angular pair density of the singlet S state of two p electrons. -/
theorem singletS_density (x y : Fin 3 → ℝ) :
    termDensity singletS x y = (x ⬝ᵥ y) ^ 2 / 3 := by
  have h3 : (Real.sqrt 3)⁻¹ ^ 2 = 1 / 3 := by
    rw [inv_pow, Real.sq_sqrt (by norm_num)]; norm_num
  simp only [termDensity, singletS, Matrix.smul_mulVec, Matrix.one_mulVec, dotProduct_smul,
    smul_eq_mul, Finset.univ_unique, Finset.sum_singleton]
  rw [mul_pow, h3]
  ring
```

For ³P the three amplitudes are the components of the cross product x × y, divided by √2. Their squares add up to

|x × y|²/2 = [(x·x)(y·y) − (x·y)²]/2.

The proof expands the components and uses (1/√2)² = 1/2.

```lean
/-- The angular pair density of the triplet P term, summed over its three spatial states. -/
theorem tripletP_density (x y : Fin 3 → ℝ) :
    termDensity tripletP x y = ((x ⬝ᵥ x) * (y ⬝ᵥ y) - (x ⬝ᵥ y) ^ 2) / 2 := by
  have h2 : (Real.sqrt 2)⁻¹ ^ 2 = 1 / 2 := by
    rw [inv_pow, Real.sq_sqrt (by norm_num)]; norm_num
  unfold termDensity tripletP
  generalize (Real.sqrt 2)⁻¹ = a at h2 ⊢
  simp [Fin.sum_univ_three, mulVec, dotProduct]
  linear_combination ((x 1 * y 2 - x 2 * y 1) ^ 2 + (x 2 * y 0 - x 0 * y 2) ^ 2
    + (x 0 * y 1 - x 1 * y 0) ^ 2) * h2
```

Q: Is there a check that the three normalisations are consistent with each other?

A: The three densities add up to (x·x)(y·y), which is 1 for unit vectors. This is what nine orthonormal product states of two p orbitals should give: summed over all of them, the angular correlation disappears. Each spatial state is counted once, so the threefold spin degeneracy of ³P is not included.

```lean
/-- The spatial pair densities of the three terms of two p electrons add up to the product
of the squared lengths of `x` and `y`. -/
theorem density_sum {A : Fin 5 → Matrix (Fin 3) (Fin 3) ℝ} (h : IsQuadrupoleBasis A)
    (x y : Fin 3 → ℝ) :
    termDensity A x y + termDensity singletS x y + termDensity tripletP x y
      = (x ⬝ᵥ x) * (y ⬝ᵥ y) := by
  rw [termDensity_quadrupole h, singletS_density, tripletP_density, Fintype.card_fin]
  push_cast
  ring
```

Q: So does this give me Hund's rules?

A: No, it gives a comparison of densities. Per state, ¹D has 1/10 + (x·y)²/30 and ¹S has (x·y)²/3. The first is smaller exactly when

(x·y)² > 1/3.

```lean
/-- Per state, the singlet D density is below the singlet S density exactly when the squared
cosine of the angle between the electrons exceeds one third. -/
theorem singletD_lt_singletS_iff {A : Fin 5 → Matrix (Fin 3) (Fin 3) ℝ}
    (h : IsQuadrupoleBasis A) (x y : Fin 3 → ℝ) (hx : x ⬝ᵥ x = 1) (hy : y ⬝ᵥ y = 1) :
    termDensity A x y / 5 < termDensity singletS x y ↔ 1 / 3 < (x ⬝ᵥ y) ^ 2 := by
  have hD : termDensity A x y = 1 / 2 + (x ⬝ᵥ y) ^ 2 / 6 := singletD_density h x y hx hy
  rw [hD, singletS_density]
  constructor <;> intro hlt <;> linarith

end

end PSquaredPairDensity
```

When the electrons lie in the same direction, the values per state are 0 for ³P, 2/15 for ¹D and 1/3 for ¹S. That matches the energy order of the terms of p², with ³P lowest and ¹S highest. Hund's rules themselves single out only the lowest term. But the densities depend on (x·y)², so they are the same for opposite directions, where repulsion is weakest. An energy ordering needs the repulsion averaged over all angles and radii, and that calculation is not part of the file. Within the model of a single p² configuration with one common radial function, these densities are the angular weights that enter the first-order repulsion energy of each term.

Q: I would have used spherical harmonics and Clebsch–Gordan coefficients. What would that change?

A: The states would be complex functions labelled by M = −2, …, 2, and the density would be a sum of absolute squares. L = 2 would then be visible in the definition, where here it is encoded as "traceless and symmetric". The price would be complex conjugation, phase conventions and a table of coupling coefficients. The theorem would also concern one particular basis, and independence of that choice would need a separate argument. With matrices, the independence is already in the statement, because A is any real basis that satisfies the four conditions. The complex states labelled by M are outside the statement, but their summed density is the same, since a unitary change of basis leaves the sum of absolute squares unchanged.

```lean
#print axioms PSquaredPairDensity.singletD_density
-- 'PSquaredPairDensity.singletD_density' depends on axioms: [propext, Classical.choice, Quot.sound]
#print axioms PSquaredPairDensity.density_sum
-- 'PSquaredPairDensity.density_sum' depends on axioms: [propext, Classical.choice, Quot.sound]
#print axioms PSquaredPairDensity.singletD_lt_singletS_iff
-- 'PSquaredPairDensity.singletD_lt_singletS_iff' depends on axioms: [propext, Classical.choice, Quot.sound]
```
